# For Hermitian H and V, the K lowest levels of H + tV have a concave sum, but an excited level can be strictly convex

Let $H$ and $V$ be Hermitian operators on a complex state space of finite dimension $N$. For every $K\le N$, the sum of the $K$ lowest eigenvalues of $H+tV$, counted with multiplicity, is a concave function of the real field strength $t$. A single excited level need not be concave: the upper eigenvalue of $\begin{pmatrix}0&t\\t&1\end{pmatrix}$ is strictly convex, with static polarizability $-2$ (minus the second derivative of the eigenvalue at $t=0$).

## Levels in a static field

The state space is `E`, and $N$ is `finrank ℂ E`. This describes a Hamiltonian in a finite basis, not an atom in a uniform field that extends over all space.

In Lean 4 with Mathlib:

```lean
import Mathlib

open Module

namespace ExcitedStateFieldResponse

noncomputable section

variable {E : Type*} [NormedAddCommGroup E] [InnerProductSpace ℂ E] [FiniteDimensional ℂ E]
```

For an operator $T$ and a state $x$, the energy form is $\mathcal E_T(x)=\operatorname{Re}\langle x,Tx\rangle$. It is the expectation value when $\|x\|=1$.

```lean
/-- The energy form `Re ⟨x, T x⟩`, which is the expectation value of `T` when `x` is normalised. -/
def energy (T : E →ₗ[ℂ] E) (x : E) : ℝ := (inner ℂ x (T x)).re
```

The field enters linearly, with $V$ as the coupling operator (minus the dipole component along an electric field).

```lean
/-- The Hamiltonian `H + t V` in a static field of strength `t`. -/
def fieldHamiltonian (H V : E →ₗ[ℂ] E) (t : ℝ) : E →ₗ[ℂ] E := H + (t : ℂ) • V
```

Write the levels as $\varepsilon_0\le\dots\le\varepsilon_{N-1}$. Mathlib sorts eigenvalues from the top down, so `k.rev` reverses the order.

```lean
/-- The energy levels of a Hermitian operator, counted with multiplicity from the lowest up. -/
def level {T : E →ₗ[ℂ] E} (hT : T.IsSymmetric) (k : Fin (finrank ℂ E)) : ℝ :=
  hT.eigenvalues rfl k.rev
```

The orthonormal eigenstates $\varphi_j$ are put in the same order.

```lean
/-- An orthonormal basis of eigenstates, in the order of the levels. -/
def levelState {T : E →ₗ[ℂ] E} (hT : T.IsSymmetric) :
    OrthonormalBasis (Fin (finrank ℂ E)) ℂ E :=
  (hT.eigenvectorBasis rfl).reindex Fin.revPerm
```

The quantity of interest is $S_K=\sum_{k=0}^{K-1}\varepsilon_k$. For non-interacting fermions with one-particle Hamiltonian $T$, it is the ground-state energy of $K$ particles.

```lean
/-- The sum of the `K` lowest levels, for `K` at most the dimension of the state space. -/
def lowestSum {T : E →ₗ[ℂ] E} (hT : T.IsSymmetric) {K : ℕ} (hK : K ≤ finrank ℂ E) : ℝ :=
  ∑ k : Fin K, level hT (Fin.castLE hK k)
```

Hermiticity is expressed by `IsSymmetric`, meaning $\langle Tx,y\rangle=\langle x,Ty\rangle$. It survives the field because $t$ is real: $\langle (H+tV)x,y\rangle=\langle x,(H+tV)y\rangle$.

```lean
omit [FiniteDimensional ℂ E] in
/-- If `H` and `V` are Hermitian, so is `H + t V` for real `t`. -/
theorem fieldHamiltonian_isSymmetric {H V : E →ₗ[ℂ] E} (hH : H.IsSymmetric)
    (hV : V.IsSymmetric) (t : ℝ) : (fieldHamiltonian H V t).IsSymmetric := by
  intro x y
  simp only [fieldHamiltonian, LinearMap.add_apply, LinearMap.smul_apply, inner_add_left,
    inner_add_right, inner_smul_left, inner_smul_right, Complex.conj_ofReal, hH x y, hV x y]
```

## Energy as a weighted average of levels

By construction $T\varphi_j=\varepsilon_j\varphi_j$.

```lean
/-- Each level state of a Hermitian operator is an eigenstate with the corresponding level. -/
theorem apply_levelState {T : E →ₗ[ℂ] E} (hT : T.IsSymmetric) (j : Fin (finrank ℂ E)) :
    T (levelState hT j) = (level hT j : ℂ) • levelState hT j := by
  have hb : levelState hT j = hT.eigenvectorBasis rfl j.rev := by simp [levelState]
  rw [hb]
  exact hT.apply_eigenvectorBasis rfl j.rev
```

Inserting the complete set of eigenstates gives
$$\mathcal E_T(x)=\operatorname{Re}\sum_j\langle x,\varphi_j\rangle\langle\varphi_j,Tx\rangle=\sum_j\varepsilon_j\,|\langle x,\varphi_j\rangle|^2 .$$
In the proof, `h` moves $T$ onto $\varphi_j$ by Hermiticity, and the remaining lines identify the product of conjugate overlaps with the squared modulus.

```lean
/-- The energy form of a Hermitian operator is the sum of its levels weighted by the squared
overlaps with the eigenstates. -/
theorem energy_eq_sum {T : E →ₗ[ℂ] E} (hT : T.IsSymmetric) (x : E) :
    energy T x = ∑ j, level hT j * ‖inner ℂ x (levelState hT j)‖ ^ 2 := by
  unfold energy
  rw [← (levelState hT).sum_inner_mul_inner x (T x), Complex.re_sum]
  refine Finset.sum_congr rfl fun j _ => ?_
  have h : inner ℂ (levelState hT j) (T x)
      = (level hT j : ℂ) * inner ℂ (levelState hT j) x := by
    rw [← hT (levelState hT j) x, apply_levelState, inner_smul_left, Complex.conj_ofReal]
  rw [h, ← inner_conj_symm (levelState hT j) x, Complex.sq_norm, Complex.normSq_apply]
  simp only [Complex.mul_re, Complex.mul_im, Complex.conj_re, Complex.conj_im,
    Complex.ofReal_re, Complex.ofReal_im]
  ring
```

## Filling from the bottom

Let $e_0\le\dots\le e_{N-1}$ be levels with occupations $0\le w_j\le1$ and $\sum_jw_j=K$. Choose a Fermi level $\mu$ with $e_j\le\mu$ for $j<K$ and $\mu\le e_j$ for $j\ge K$. Then
$$\sum_je_jw_j-\sum_{j<K}e_j=\sum_{j\ge K}e_jw_j-\sum_{j<K}e_j(1-w_j)\ \ge\ \mu\Big(\sum_jw_j-K\Big)=0 .$$
The proof takes $\mu=e_{K-1}$, or any lower bound of the levels when $K=0$. The estimates `a1` and `a2` treat the levels below and above $\mu$, and `linear_combination` adds them.

```lean
/-- For levels in increasing order and occupations between 0 and 1 that add up to `K`, the total
energy is at least that of filling the `K` lowest levels. -/
theorem filling_le {N K : ℕ} (hK : K ≤ N) (e w : Fin N → ℝ) (he : Monotone e)
    (h0 : ∀ j, 0 ≤ w j) (h1 : ∀ j, w j ≤ 1) (hs : ∑ j, w j = K) :
    ∑ k : Fin K, e (Fin.castLE hK k) ≤ ∑ j, e j * w j := by
  obtain ⟨M, rfl⟩ := Nat.exists_eq_add_of_le hK
  -- a Fermi level separates the lowest K levels from the rest
  have hF : ∃ μ, (∀ i : Fin K, e (Fin.castAdd M i) ≤ μ) ∧
      ∀ j : Fin M, μ ≤ e (Fin.natAdd K j) := by
    rcases Nat.eq_zero_or_pos K with h | h
    · obtain ⟨μ, hμ⟩ := (Set.finite_range e).bddBelow
      exact ⟨μ, fun i => absurd i.isLt (by omega), fun j => hμ ⟨_, rfl⟩⟩
    · refine ⟨e (Fin.castAdd M ⟨K - 1, by omega⟩), fun i => he ?_, fun j => he ?_⟩
      · have := i.isLt
        show i.val ≤ K - 1
        omega
      · show K - 1 ≤ K + j.val
        omega
  obtain ⟨μ, hlo, hhi⟩ := hF
  have a1 : ∑ i : Fin K, (e (Fin.castAdd M i) - e (Fin.castAdd M i) * w (Fin.castAdd M i))
      ≤ ∑ i : Fin K, (μ - μ * w (Fin.castAdd M i)) :=
    Finset.sum_le_sum fun i _ => by
      nlinarith [mul_nonneg (sub_nonneg.2 (hlo i)) (sub_nonneg.2 (h1 (Fin.castAdd M i)))]
  have a2 : ∑ j : Fin M, μ * w (Fin.natAdd K j)
      ≤ ∑ j : Fin M, e (Fin.natAdd K j) * w (Fin.natAdd K j) :=
    Finset.sum_le_sum fun j _ => mul_le_mul_of_nonneg_right (hhi j) (h0 _)
  simp only [Finset.sum_sub_distrib, ← Finset.mul_sum, Finset.sum_const, Finset.card_univ,
    Fintype.card_fin, nsmul_eq_mul] at a1 a2
  rw [Fin.sum_univ_add] at hs ⊢
  show ∑ i : Fin K, e (Fin.castAdd M i) ≤ _
  linear_combination a1 + a2 - μ * hs
```

## The Ky Fan principle

For orthonormal states $u_0,\dots,u_{K-1}$, the weighted average gives
$$\sum_k\mathcal E_T(u_k)=\sum_j\varepsilon_jw_j,\qquad w_j=\sum_k|\langle u_k,\varphi_j\rangle|^2 .$$
Bessel's inequality gives $w_j\le\|\varphi_j\|^2=1$, and completeness gives $\sum_jw_j=\sum_k\|u_k\|^2=K$. The filling inequality therefore yields $S_K\le\sum_k\mathcal E_T(u_k)$. The choice $u_k=\varphi_k$ attains equality. The theorem states attainment first and the bound second.

The bound can also be used with linearly independent trial states $\chi_0,\dots,\chi_{K-1}$ that are not orthonormal. With $O_{ij}=\langle\chi_i,\chi_j\rangle$ and $A_{ij}=\langle\chi_i,T\chi_j\rangle$, the total energy of any orthonormal basis of their span is $\operatorname{tr}(O^{-1}A)$, so this number is at least $S_K$.

```lean
/-- Ky Fan principle: the sum of the `K` lowest levels of a Hermitian operator is the least total
energy of `K` orthonormal states. -/
theorem kyFan {T : E →ₗ[ℂ] E} (hT : T.IsSymmetric) {K : ℕ} (hK : K ≤ finrank ℂ E) :
    (∃ u : Fin K → E, Orthonormal ℂ u ∧ lowestSum hT hK = ∑ k, energy T (u k)) ∧
    ∀ u : Fin K → E, Orthonormal ℂ u → lowestSum hT hK ≤ ∑ k, energy T (u k) := by
  constructor
  · -- the lowest eigenstates attain the minimum
    refine ⟨fun k => levelState hT (Fin.castLE hK k),
      (levelState hT).orthonormal.comp _ (Fin.castLE_injective hK), ?_⟩
    refine Finset.sum_congr rfl fun k _ => ?_
    unfold energy
    rw [apply_levelState, inner_smul_right, inner_self_eq_norm_sq_to_K,
      (levelState hT).orthonormal.1]
    simp
  · intro u hu
    have key : ∑ k, energy T (u k)
        = ∑ j, level hT j * ∑ k, ‖inner ℂ (u k) (levelState hT j)‖ ^ 2 := by
      simp_rw [energy_eq_sum hT, Finset.mul_sum]
      exact Finset.sum_comm
    rw [key]
    refine filling_le hK _ _
      (fun i j h => hT.eigenvalues_antitone rfl (Fin.rev_le_rev.2 h))
      (fun j => Finset.sum_nonneg fun k _ => sq_nonneg _) (fun j => ?_) ?_
    · -- Bessel's inequality bounds each occupation by one
      have h := hu.sum_inner_products_le (levelState hT j) (s := Finset.univ)
      rwa [(levelState hT).orthonormal.1 j, one_pow] at h
    · rw [Finset.sum_comm]
      simp_rw [(levelState hT).sum_sq_norm_inner_left, hu.1]
      simp
```

## Concavity of the sum

At fixed states the energy is affine in the field: $\mathcal E_{H+tV}(x)=\mathcal E_H(x)+t\,\mathcal E_V(x)$. Take fields $s,t$ and weights $a,b\ge0$ with $a+b=1$, and let $u_k$ be optimal at the intermediate field $as+bt$. These states are also admissible trial states at $s$ and at $t$, so
$$S_K(as+bt)=a\sum_k\mathcal E_{H+sV}(u_k)+b\sum_k\mathcal E_{H+tV}(u_k)\ \ge\ a\,S_K(s)+b\,S_K(t).$$
In the proof, `hE` is the optimality at the intermediate field, `h1` and `h2` are the bounds at the two ends, and `lin` is the affine dependence.

No differentiability is assumed, so the statement also holds where levels cross and $S_K$ has a kink. The case $K=1$ is the ground state.

Exact diagonalisation of $H+tV$ at $t=0,\pm h$ gives the finite-field quotient $[2S_K(0)-S_K(h)-S_K(-h)]/h^2$. Where $S_K$ is twice differentiable at zero field, this estimates $-S_K''(0)$, the total polarizability of the $K$ lowest levels. Concavity makes the quotient nonnegative for every step $h\neq0$.

```lean
/-- For Hermitian `H` and `V`, the sum of the `K` lowest levels of `H + t V` is a concave function
of the real field strength `t`. -/
theorem lowestSum_concave {H V : E →ₗ[ℂ] E} (hH : H.IsSymmetric) (hV : V.IsSymmetric)
    {K : ℕ} (hK : K ≤ finrank ℂ E) :
    ConcaveOn ℝ Set.univ
      (fun t : ℝ => lowestSum (fieldHamiltonian_isSymmetric hH hV t) hK) := by
  refine ⟨convex_univ, fun s _ t _ a b ha hb hab => ?_⟩
  -- the optimal states at the intermediate field are trial states at both ends
  obtain ⟨u, hu, hE⟩ := (kyFan (fieldHamiltonian_isSymmetric hH hV (a • s + b • t)) hK).1
  have h1 := (kyFan (fieldHamiltonian_isSymmetric hH hV s) hK).2 u hu
  have h2 := (kyFan (fieldHamiltonian_isSymmetric hH hV t) hK).2 u hu
  have lin : ∀ (r : ℝ) (x : E),
      energy (fieldHamiltonian H V r) x = energy H x + r * energy V x := by
    intro r x
    simp only [energy, fieldHamiltonian, LinearMap.add_apply, LinearMap.smul_apply,
      inner_add_right, inner_smul_right, Complex.add_re, Complex.re_ofReal_mul]
  dsimp only
  rw [hE]
  simp only [lin, Finset.sum_add_distrib, ← Finset.mul_sum, smul_eq_mul] at h1 h2 ⊢
  have m1 := mul_le_mul_of_nonneg_left h1 ha
  have m2 := mul_le_mul_of_nonneg_left h2 hb
  linear_combination m1 + m2 + (∑ k, energy H (u k)) * hab
```

## An upper level that curves upwards

The counterexample has unit gap at zero field and an off-diagonal coupling.

```lean
/-- The two-level Hamiltonian with diagonal energies 0 and 1 and off-diagonal field coupling `t`. -/
def twoLevel (t : ℝ) : Matrix (Fin 2) (Fin 2) ℝ := !![0, t; t, 1]
```

Its upper level is $\lambda(t)=\tfrac12\big(1+\sqrt{1+4t^2}\big)$.

```lean
/-- The energy `(1 + √(1 + 4t²)) / 2`. -/
def upperLevel (t : ℝ) : ℝ := (1 + √(1 + 4 * t ^ 2)) / 2
```

For a level energy $e(t)$, with the convention $e(t)=e(0)+e'(0)\,t-\tfrac12\alpha t^2+\dots$, the static polarizability is $\alpha=-e''(0)$.

```lean
/-- Minus the second derivative of a level energy at zero field, for an energy that is twice
differentiable there. -/
def staticPolarizability (e : ℝ → ℝ) : ℝ := -deriv (deriv e) 0
```

Since $\lambda^2=\lambda+t^2$, the vector $(t,\lambda)$ is an eigenvector with eigenvalue $\lambda$; normalised, it is $(t,\lambda)/\sqrt{t^2+\lambda^2}$. Conversely, if $v\ne0$ has eigenvalue $\mu$, eliminating between the two rows gives $(\mu^2-\mu-t^2)\,v=0$. Hence $(2\mu-1)^2=1+4t^2$ and $\mu\le\lambda$. `IsGreatest` records both halves, for the real matrix and real eigenvectors.

```lean
/-- `upperLevel t` is the greatest eigenvalue of the two-level Hamiltonian. -/
theorem upperLevel_isGreatest (t : ℝ) :
    IsGreatest {μ : ℝ | ∃ v : Fin 2 → ℝ, v ≠ 0 ∧ (twoLevel t).mulVec v = μ • v}
      (upperLevel t) := by
  constructor
  · have hr : √(1 + 4 * t ^ 2) ^ 2 = 1 + 4 * t ^ 2 := Real.sq_sqrt (by positivity)
    have hq : upperLevel t ^ 2 = upperLevel t + t ^ 2 := by
      unfold upperLevel
      linear_combination hr / 4
    have hp : 0 < upperLevel t := by unfold upperLevel; positivity
    refine ⟨![t, upperLevel t], fun h => ?_, ?_⟩
    · have h' : upperLevel t = 0 := congrFun h 1
      exact hp.ne' h'
    · ext i
      fin_cases i
      · simp [twoLevel, Matrix.mulVec, dotProduct, Fin.sum_univ_two, mul_comm]
      · simp [twoLevel, Matrix.mulVec, dotProduct, Fin.sum_univ_two]
        linear_combination -hq
  · rintro μ ⟨v, hv, h⟩
    have e0 := congrFun h 0
    have e1 := congrFun h 1
    simp [twoLevel, Matrix.mulVec, dotProduct, Fin.sum_univ_two] at e0 e1
    -- a nonzero eigenvector forces the characteristic equation
    have hμ : μ ^ 2 - μ - t ^ 2 = 0 := by
      by_contra hne
      have z0 : (μ ^ 2 - μ - t ^ 2) * v 0 = 0 := by
        linear_combination -(μ - 1) * e0 - t * e1
      have z1 : (μ ^ 2 - μ - t ^ 2) * v 1 = 0 := by
        linear_combination -t * e0 - μ * e1
      apply hv
      ext i
      fin_cases i
      · exact (mul_eq_zero.1 z0).resolve_left hne
      · exact (mul_eq_zero.1 z1).resolve_left hne
    have hb : |2 * μ - 1| ≤ √(1 + 4 * t ^ 2) :=
      Real.abs_le_sqrt (le_of_eq (by linear_combination 4 * hμ))
    unfold upperLevel
    linarith [le_abs_self (2 * μ - 1)]
```

For $x\neq y$ set $p=\sqrt{1+4x^2}$ and $q=\sqrt{1+4y^2}$. Then $p^2q^2-(1+4xy)^2=4(x-y)^2>0$, so $pq>1+4xy$. For $a,b>0$ with $a+b=1$,
$$(ap+bq)^2-\big(1+4(ax+by)^2\big)=2ab\,(pq-1-4xy)>0 .$$
Taking roots gives $\lambda(ax+by)<a\lambda(x)+b\lambda(y)$. The two inequalities are `hcs` and `hr` in the proof.

```lean
/-- The upper level of the two-level Hamiltonian is strictly convex in the field. -/
theorem upperLevel_strictConvex : StrictConvexOn ℝ Set.univ upperLevel := by
  refine ⟨convex_univ, fun x _ y _ hxy a b ha hb hab => ?_⟩
  have hp : √(1 + 4 * x ^ 2) ^ 2 = 1 + 4 * x ^ 2 := Real.sq_sqrt (by positivity)
  have hq : √(1 + 4 * y ^ 2) ^ 2 = 1 + 4 * y ^ 2 := Real.sq_sqrt (by positivity)
  have p0 : 0 < √(1 + 4 * x ^ 2) := by positivity
  have q0 : 0 < √(1 + 4 * y ^ 2) := by positivity
  simp only [upperLevel, smul_eq_mul]
  set p := √(1 + 4 * x ^ 2)
  set q := √(1 + 4 * y ^ 2)
  -- strict Cauchy-Schwarz for the vectors (1, 2x) and (1, 2y)
  have hcs : 1 + 4 * x * y < p * q := by
    refine lt_of_pow_lt_pow_left₀ 2 (by positivity) ?_
    rw [mul_pow, hp, hq]
    have := sq_pos_of_ne_zero (sub_ne_zero.2 hxy)
    nlinarith
  have hr : √(1 + 4 * (a * x + b * y) ^ 2) < a * p + b * q := by
    rw [Real.sqrt_lt' (by positivity)]
    have h := mul_lt_mul_of_pos_left hcs (mul_pos ha hb)
    have hb' : b = 1 - a := by linarith
    have e : (a * p + b * q) ^ 2 - (1 + 4 * (a * x + b * y) ^ 2)
        = 2 * (a * b * (p * q) - a * b * (1 + 4 * x * y)) := by
      subst hb'
      linear_combination a ^ 2 * hp + (1 - a) ^ 2 * hq
    linarith
  linarith
```

Differentiating once gives $\lambda'(t)=2t/\sqrt{1+4t^2}$, which is `hd`. The quotient rule at zero gives $\lambda''(0)=2$, which is `h2`, so $\alpha=-2$. In second-order perturbation theory, this is the upper state being pushed up by the one below it.

The finite-field estimate for this level is $(1-\sqrt{1+4h^2})/h^2$, about $-1.98$ at $h=0.1$. In this two-level model, a negative excited-state polarizability is thus the correct response and not a sign of a failed calculation.

```lean
/-- The upper level of the two-level Hamiltonian has static polarizability `-2`. -/
theorem upperLevel_polarizability : staticPolarizability upperLevel = -2 := by
  have hs : ∀ t : ℝ, HasDerivAt (fun s : ℝ => √(1 + 4 * s ^ 2))
      (8 * t / (2 * √(1 + 4 * t ^ 2))) t := by
    intro t
    have h : HasDerivAt (fun s : ℝ => 1 + 4 * s ^ 2) (8 * t) t :=
      (((hasDerivAt_pow 2 t).const_mul 4).const_add 1).congr_deriv (by norm_num; ring)
    exact h.sqrt (by positivity)
  have hd : deriv upperLevel = fun t => 2 * t / √(1 + 4 * t ^ 2) := by
    funext t
    have h : HasDerivAt upperLevel (8 * t / (2 * √(1 + 4 * t ^ 2)) / 2) t :=
      ((hs t).const_add 1).div_const 2
    rw [h.deriv]
    ring
  have h2 : HasDerivAt (fun t : ℝ => 2 * t / √(1 + 4 * t ^ 2)) 2 0 :=
    (((hasDerivAt_id' (0 : ℝ)).const_mul 2).fun_div (hs 0) (by positivity)).congr_deriv
      (by norm_num)
  rw [staticPolarizability, hd, h2.deriv]

end

end ExcitedStateFieldResponse
```

```lean
#print axioms ExcitedStateFieldResponse.lowestSum_concave
#print axioms ExcitedStateFieldResponse.upperLevel_isGreatest
#print axioms ExcitedStateFieldResponse.upperLevel_strictConvex
#print axioms ExcitedStateFieldResponse.upperLevel_polarizability
```

```
'ExcitedStateFieldResponse.lowestSum_concave' depends on axioms: [propext, Classical.choice, Quot.sound]
'ExcitedStateFieldResponse.upperLevel_isGreatest' depends on axioms: [propext, Classical.choice, Quot.sound]
'ExcitedStateFieldResponse.upperLevel_strictConvex' depends on axioms: [propext, Classical.choice, Quot.sound]
'ExcitedStateFieldResponse.upperLevel_polarizability' depends on axioms: [propext, Classical.choice, Quot.sound]
```
